# Two Coupled Two-Level Atoms with Different Gaps: Their Mean Second-Order Shift Is Negative at Every Positive Temperature

Take two energy levels a distance $\Delta>0$ apart, joined by a coupling $v\neq0$. To second order the lower level moves by $-v^2/\Delta$ and the upper by $+v^2/\Delta$. At inverse temperature $\beta=1/k_BT$ their populations stand in the ratio $1:e^{-\beta\Delta}$, so the mean shift is

$$-\frac{v^2}{\Delta}\,\frac{1-e^{-\beta\Delta}}{1+e^{-\beta\Delta}}=-\frac{v^2}{\Delta}\tanh\frac{\beta\Delta}{2}.$$

It is negative for $\beta>0$ because the level that goes down is the more populated one.

Dispersion lowers the ground state of two atoms, but some thermally excited levels are raised. Does the average stay negative? For two two-level atoms with gaps $a\neq b$ and a coupling that flips both, the four levels form two such pairs: ground with doubly excited, and the two singly excited levels with each other.

## Shifts defined by the perturbation equations

```lean
import Mathlib

open Filter Topology Finset

namespace ThermalLondon

noncomputable section

variable {ι : Type*} [Fintype ι] [DecidableEq ι]
```

The type `ι` is the finite set of levels.

```lean
/-- `s` is a second-order energy shift of level `n`: the Rayleigh–Schrödinger equations of first
and second order in the coupling `V` have solutions `φ`, `χ` with energy corrections `e₁`, `s`. -/
def IsSecondOrderShift (E : ι → ℝ) (V : Matrix ι ι ℝ) (n : ι) (s : ℝ) : Prop :=
  ∃ (e₁ : ℝ) (φ χ : ι → ℝ),
    (∀ m, E m * φ m + V m n = E n * φ m + if m = n then e₁ else 0) ∧
    (∀ m, E m * χ m + ∑ k, V m k * φ k = E n * χ m + e₁ * φ m + if m = n then s else 0)
```

`E n` is the unperturbed energy of level $n$, and `V` is the real coupling matrix in the unperturbed basis. A number $s$ is a second-order shift of level $n$ if there are a first-order energy $e_1$, a first-order state $\varphi$ and a second-order state $\chi$ (not a susceptibility) such that, for every $m$,

$$E_m\varphi_m+V_{mn}=E_n\varphi_m+e_1\delta_{mn},$$
$$E_m\chi_m+\sum_k V_{mk}\varphi_k=E_n\chi_m+e_1\varphi_m+s\,\delta_{mn}.$$

Nothing is divided here, so the definition also makes sense for degenerate levels, where a solution may be missing.

```lean
/-- The sum over states for the second-order shift of level `n`, for energies `E` that are
pairwise different. -/
def levelShift (E : ι → ℝ) (V : Matrix ι ι ℝ) (n : ι) : ℝ :=
  ∑ m ∈ univ.erase n, V n m ^ 2 / (E n - E m)
```

This is the textbook sum over states, $\sum_{m\neq n}V_{nm}^2/(E_n-E_m)$.

```lean
/-- The Boltzmann mean of a level quantity `s` at inverse temperature `β`, for a nonempty set of
levels. -/
def boltzmannMean (E : ι → ℝ) (β : ℝ) (s : ι → ℝ) : ℝ :=
  (∑ n, Real.exp (-β * E n) * s n) / ∑ n, Real.exp (-β * E n)
```

The mean is $\sum_n e^{-\beta E_n}s_n/\sum_n e^{-\beta E_n}$. The populations are those of the uncoupled system.

```lean
/-- In Lean the sum over states may formally run over all levels, as the term `m = n` is
evaluated as zero. -/
lemma levelShift_eq (E : ι → ℝ) (V : Matrix ι ι ℝ) (n : ι) :
    levelShift E V n = ∑ m, V n m ^ 2 / (E n - E m) :=
  Finset.sum_erase _ (by simp)
```

Lean sets division by zero to zero, so the term $m=n$ may be included without changing the sum.

```lean
/-- For a nondegenerate spectrum and a real symmetric coupling, the perturbation equations
determine the second-order shift, and it equals the sum over states. -/
theorem isSecondOrderShift_iff {E : ι → ℝ} {V : Matrix ι ι ℝ} (hE : Function.Injective E)
    (hV : V.IsSymm) (n : ι) (s : ℝ) :
    IsSecondOrderShift E V n s ↔ s = levelShift E V n := by
  have hd : ∀ m, m ≠ n → E n - E m ≠ 0 := fun m hm =>
    sub_ne_zero.2 fun h => hm (hE h).symm
  constructor
  · rintro ⟨e₁, φ, χ, h1, h2⟩
    -- project both equations on the unperturbed state
    have he := h1 n
    have hs := h2 n
    rw [if_pos rfl] at he hs
    have he' : V n n = e₁ := by linarith
    have split : V n n * φ n + ∑ k ∈ univ.erase n, V n k * φ k = ∑ k, V n k * φ k :=
      Finset.add_sum_erase univ (fun k => V n k * φ k) (mem_univ n)
    have hsum : ∑ k ∈ univ.erase n, V n k * φ k = levelShift E V n := by
      unfold levelShift
      refine Finset.sum_congr rfl fun k hk => ?_
      have hkn := Finset.ne_of_mem_erase hk
      have h := h1 k
      rw [if_neg hkn, hV.apply n k] at h
      rw [eq_div_iff (hd k hkn)]
      linear_combination -(V n k) * h
    rw [he'] at split
    linarith
  · intro hs
    -- the first- and second-order states, orthogonal to the unperturbed one
    obtain ⟨φ, hφ⟩ : ∃ φ : ι → ℝ, ∀ m, φ m = V n m / (E n - E m) := ⟨_, fun _ => rfl⟩
    obtain ⟨χ, hχ⟩ : ∃ χ : ι → ℝ, ∀ m,
        χ m = (∑ k, V m k * φ k - V n n * φ m) / (E n - E m) := ⟨_, fun _ => rfl⟩
    have hφn : φ n = 0 := by rw [hφ, sub_self, div_zero]
    have hsum : ∑ k, V n k * φ k = s := by
      rw [hs, levelShift_eq]
      refine Finset.sum_congr rfl fun k _ => ?_
      rw [hφ]
      ring
    refine ⟨V n n, φ, χ, fun m => ?_, fun m => ?_⟩
    · by_cases h : m = n
      · rw [if_pos h, h]
      · have h3 : φ m * (E n - E m) = V n m := by rw [hφ, div_mul_cancel₀ _ (hd m h)]
        rw [if_neg h, hV.apply n m]
        linear_combination -h3
    · by_cases h : m = n
      · rw [if_pos h, h, hφn, hsum]
        ring
      · have h3 : χ m * (E n - E m) = ∑ k, V m k * φ k - V n n * φ m := by
          rw [hχ, div_mul_cancel₀ _ (hd m h)]
        rw [if_neg h]
        linear_combination -h3
```

`Function.Injective E` says that no two levels share an energy, and `V.IsSymm` that $V_{nm}=V_{mn}$. Under these hypotheses, the perturbation equations hold with $s$ exactly when $s$ is the sum over states.

Suppose first that they hold. At $m=n$ the first equation gives $e_1=V_{nn}$. At $k\neq n$ it gives $\varphi_k=V_{nk}/(E_n-E_k)$. The second equation at $m=n$ reads $\sum_kV_{nk}\varphi_k=V_{nn}\varphi_n+s$. The terms with $\varphi_n$ cancel, leaving

$$s=\sum_{k\neq n}\frac{V_{nk}^2}{E_n-E_k}.$$

In the code, `split` separates the term $k=n$ and `hsum` evaluates the rest.

Conversely, take $e_1=V_{nn}$, the same $\varphi_k$ with $\varphi_n=0$, and

$$\chi_m=\frac{\sum_kV_{mk}\varphi_k-V_{nn}\varphi_m}{E_n-E_m}\quad(m\neq n),\qquad \chi_n=0.$$

Substitution satisfies both equations; `by_cases` treats $m=n$ and $m\neq n$ separately, and `linear_combination` checks the algebra.

## Lower levels carry more weight

```lean
/-- For a nondegenerate spectrum and a real symmetric coupling, a weighted sum of second-order
shifts is governed by the differences of the weights `w` between coupled levels. -/
theorem two_mul_weighted_shifts {E : ι → ℝ} {V : Matrix ι ι ℝ} (hE : Function.Injective E)
    (hV : V.IsSymm) {s : ι → ℝ} (hs : ∀ n, IsSecondOrderShift E V n (s n)) (w : ι → ℝ) :
    2 * ∑ n, w n * s n =
      ∑ n, ∑ m ∈ univ.erase n, V n m ^ 2 * ((w n - w m) / (E n - E m)) := by
  have h : ∑ n, w n * s n = ∑ n, ∑ m, w n * (V n m ^ 2 / (E n - E m)) := by
    refine Finset.sum_congr rfl fun n _ => ?_
    rw [(isSecondOrderShift_iff hE hV n _).1 (hs n), levelShift_eq, Finset.mul_sum]
  -- exchange the names of the two levels
  have h' : ∑ n, w n * s n = ∑ n, ∑ m, w m * (V n m ^ 2 / (E m - E n)) := by
    refine h.trans (Finset.sum_comm.trans ?_)
    refine Finset.sum_congr rfl fun n _ => Finset.sum_congr rfl fun m _ => ?_
    rw [hV.apply n m]
  rw [two_mul]
  nth_rewrite 1 [h]
  rw [h', ← Finset.sum_add_distrib]
  refine Finset.sum_congr rfl fun n _ => ?_
  rw [Finset.sum_erase _ (by simp), ← Finset.sum_add_distrib]
  refine Finset.sum_congr rfl fun m _ => ?_
  rw [← neg_sub (E n) (E m), div_neg]
  ring
```

For any weights $w_n$, the theorem states

$$2\sum_n w_ns_n=\sum_n\sum_{m\neq n}V_{nm}^2\,\frac{w_n-w_m}{E_n-E_m}.$$

By hand, write $\sum_n w_ns_n=\sum_n\sum_{m\neq n}w_nV_{nm}^2/(E_n-E_m)$, which is `h`. Exchanging the names $n$ and $m$ gives the same sum with $w_m$ in place of $w_n$ and the denominator reversed, which is `h'`. Adding the two forms gives the result.

```lean
/-- For any finite nondegenerate system with a real symmetric coupling that joins two different
levels, the Boltzmann mean of the second-order shifts is negative at every `β > 0`. -/
theorem boltzmannMean_shift_neg {E : ι → ℝ} {V : Matrix ι ι ℝ} (hE : Function.Injective E)
    (hV : V.IsSymm) {s : ι → ℝ} (hs : ∀ n, IsSecondOrderShift E V n (s n))
    {i j : ι} (hij : i ≠ j) (hc : V i j ≠ 0) {β : ℝ} (hβ : 0 < β) :
    boltzmannMean E β s < 0 := by
  -- populations decrease with energy
  have hneg : ∀ n m, m ≠ n →
      (Real.exp (-β * E n) - Real.exp (-β * E m)) / (E n - E m) < 0 := by
    intro n m hmn
    rcases lt_or_gt_of_ne (hE.ne hmn) with h | h
    · exact div_neg_of_neg_of_pos
        (sub_neg.2 (Real.exp_lt_exp.2 (by nlinarith))) (sub_pos.2 h)
    · exact div_neg_of_pos_of_neg
        (sub_pos.2 (Real.exp_lt_exp.2 (by nlinarith))) (sub_neg.2 h)
  have hle : ∀ n, ∀ m ∈ univ.erase n, V n m ^ 2 *
      ((Real.exp (-β * E n) - Real.exp (-β * E m)) / (E n - E m)) ≤ 0 := fun n m hm =>
    mul_nonpos_iff.2 (Or.inl ⟨sq_nonneg _, (hneg n m (Finset.ne_of_mem_erase hm)).le⟩)
  have hi : ∑ m ∈ univ.erase i, V i m ^ 2 *
      ((Real.exp (-β * E i) - Real.exp (-β * E m)) / (E i - E m)) < 0 :=
    lt_of_lt_of_eq (Finset.sum_lt_sum (g := fun _ => (0 : ℝ)) (hle i)
      ⟨j, Finset.mem_erase.2 ⟨hij.symm, mem_univ j⟩,
        mul_neg_of_pos_of_neg (by positivity) (hneg i j hij.symm)⟩) Finset.sum_const_zero
  have hall := lt_of_lt_of_eq (Finset.sum_lt_sum (s := univ) (g := fun _ => (0 : ℝ))
    (fun n _ => Finset.sum_nonpos (hle n)) ⟨i, mem_univ i, hi⟩) Finset.sum_const_zero
  have h2 := two_mul_weighted_shifts hE hV hs (fun n => Real.exp (-β * E n))
  exact div_neg_of_neg_of_pos (by linarith)
    (Finset.sum_pos (fun n _ => Real.exp_pos _) ⟨i, mem_univ i⟩)
```

Now set $w_n=e^{-\beta E_n}$ with $\beta>0$. A higher energy means a smaller weight, so

$$\frac{e^{-\beta E_n}-e^{-\beta E_m}}{E_n-E_m}<0\qquad(m\neq n).$$

This is `hneg`, proved for either order of the energies. Every term of the double sum is therefore at most zero (`hle`), and the term of the coupled pair $i\neq j$ with $V_{ij}\neq0$ is strictly negative, which makes the inner sum at $n=i$ negative (`hi`). The total is negative (`hall`), and dividing by the positive partition function keeps the sign. The result holds for any finite nondegenerate system with such a pair, including the two-level case above.

## The four levels of the atom pair

```lean
/-- Energies of two separate two-level atoms with gaps `a` and `b`; `true` means excited. -/
def pairEnergy (a b : ℝ) (n : Bool × Bool) : ℝ :=
  (if n.1 then a else 0) + (if n.2 then b else 0)
```

A level is a pair of truth values, one for each atom. The energies are $0$, $a$, $b$ and $a+b$.

```lean
/-- The coupling of strength `v` that flips both atoms at once. -/
def pairCoupling (v : ℝ) : Matrix (Bool × Bool) (Bool × Bool) ℝ :=
  Matrix.of fun m n => if m = (!n.1, !n.2) then v else 0
```

The matrix element is $v$ between levels that differ in both atoms, and zero otherwise. In a two-level model of atoms, $v$ stands for the matrix element of the electrostatic dipole–dipole coupling, which falls off as $R^{-3}$ with the separation $R$; here $v$ is simply a given number.

```lean
/-- The coupling of the two atoms is symmetric. -/
lemma pairCoupling_isSymm (v : ℝ) : (pairCoupling v).IsSymm := by
  refine Matrix.IsSymm.ext fun m n => ?_
  obtain ⟨i, j⟩ := m
  obtain ⟨k, l⟩ := n
  cases i <;> cases j <;> cases k <;> cases l <;> simp [pairCoupling]
```

Flipping both atoms twice restores the level, so the matrix is symmetric. Lean goes through all cases.

```lean
/-- Two atoms with different positive gaps have four different energies. -/
lemma pairEnergy_injective {a b : ℝ} (ha : 0 < a) (hb : 0 < b) (hab : a ≠ b) :
    Function.Injective (pairEnergy a b) := by
  rintro ⟨i, j⟩ ⟨k, l⟩ h
  cases i <;> cases j <;> cases k <;> cases l <;> simp [pairEnergy] at h ⊢ <;>
    exact hab (by linarith)
```

For $a,b>0$ and $a\neq b$ the four energies are different. Only the singly excited levels need $a\neq b$.

```lean
/-- The four second-order shifts of two atoms with different positive gaps. -/
theorem pair_shifts {a b : ℝ} (ha : 0 < a) (hb : 0 < b) (hab : a ≠ b) (v : ℝ) :
    IsSecondOrderShift (pairEnergy a b) (pairCoupling v) (false, false) (-(v ^ 2 / (a + b))) ∧
    IsSecondOrderShift (pairEnergy a b) (pairCoupling v) (true, false) (v ^ 2 / (a - b)) ∧
    IsSecondOrderShift (pairEnergy a b) (pairCoupling v) (false, true) (-(v ^ 2 / (a - b))) ∧
    IsSecondOrderShift (pairEnergy a b) (pairCoupling v) (true, true) (v ^ 2 / (a + b)) := by
  -- each level is coupled to one partner only
  have hl : ∀ n : Bool × Bool, levelShift (pairEnergy a b) (pairCoupling v) n =
      v ^ 2 / (pairEnergy a b n - pairEnergy a b (!n.1, !n.2)) := by
    rintro ⟨i, j⟩
    rw [levelShift_eq]
    cases i <;> cases j <;> simp [Fintype.sum_prod_type, pairCoupling]
  have key : ∀ (n : Bool × Bool) (d : ℝ),
      pairEnergy a b n - pairEnergy a b (!n.1, !n.2) = d →
      IsSecondOrderShift (pairEnergy a b) (pairCoupling v) n (v ^ 2 / d) := fun n d h =>
    (isSecondOrderShift_iff (pairEnergy_injective ha hb hab) (pairCoupling_isSymm v) n _).2
      (by rw [hl, h])
  refine ⟨?_, key _ _ (by simp [pairEnergy]), ?_, key _ _ (by simp [pairEnergy])⟩
  · rw [← div_neg]
    exact key _ _ (by simp [pairEnergy])
  · rw [← div_neg]
    exact key _ _ (by simp [pairEnergy])
```

Each level has one partner, so its sum over states has one term, $v^2$ divided by its own energy minus the partner's:

| Level | Energy difference | Shift |
|---|---|---|
| `(false, false)` | $-(a+b)$ | $-v^2/(a+b)$ |
| `(true, false)` | $a-b$ | $v^2/(a-b)$ |
| `(false, true)` | $b-a$ | $-v^2/(a-b)$ |
| `(true, true)` | $a+b$ | $v^2/(a+b)$ |

In the proof, `hl` reduces the sum to one term and `key` inserts the energy difference.

For numbers, take $a=2$, $b=1$ and $\beta=\ln2$ in matching units. In the order of the table the weights are $1,\tfrac14,\tfrac12,\tfrac18$, with sum $\tfrac{15}{8}$, and the mean shift is

$$\frac{-\frac13+\frac14-\frac12+\frac1{24}}{15/8}\,v^2=-\frac{13}{45}\,v^2\approx-0.289\,v^2.$$

The zero-temperature value is $-v^2/3$.

## From zero to infinite temperature

```lean
/-- For two atoms with different positive gaps and nonzero coupling, the second-order shifts are
well defined and their Boltzmann mean is negative at every `β > 0`. It tends to `-v²/(a+b)` as
`β → ∞` and to zero as `β → 0`. -/
theorem thermal_london_shift {a b v : ℝ} (ha : 0 < a) (hb : 0 < b) (hab : a ≠ b) (hv : v ≠ 0) :
    let E := pairEnergy a b
    let s := levelShift E (pairCoupling v)
    (∀ n t, IsSecondOrderShift E (pairCoupling v) n t ↔ t = s n) ∧
    (∀ β, 0 < β → boltzmannMean E β s < 0) ∧
    Tendsto (fun β => boltzmannMean E β s) atTop (𝓝 (-(v ^ 2 / (a + b)))) ∧
    Tendsto (fun β => boltzmannMean E β s) (𝓝 0) (𝓝 0) := by
  intro E s
  have hE : Function.Injective E := pairEnergy_injective ha hb hab
  have hV := pairCoupling_isSymm v
  have hiff : ∀ n t, IsSecondOrderShift E (pairCoupling v) n t ↔ t = s n :=
    isSecondOrderShift_iff hE hV
  have hs : ∀ n, IsSecondOrderShift E (pairCoupling v) n (s n) := fun n => (hiff n _).2 rfl
  refine ⟨hiff, fun β hβ => ?_, ?_, ?_⟩
  · exact boltzmannMean_shift_neg hE hV hs (i := (false, false)) (j := (true, true))
      (by simp) (by simpa [pairCoupling] using hv) hβ
  · -- only the ground state stays populated
    have hw : ∀ n, Tendsto (fun β : ℝ => Real.exp (-β * E n)) atTop
        (𝓝 (if n = (false, false) then 1 else 0)) := by
      intro n
      by_cases hn : n = (false, false)
      · have h0 : E n = 0 := by rw [hn]; simp [E, pairEnergy]
        simp only [if_pos hn, h0, mul_zero, Real.exp_zero]
        exact tendsto_const_nhds
      · have hpos : 0 < pairEnergy a b n := by
          obtain ⟨i, j⟩ := n
          cases i <;> cases j <;> simp [pairEnergy] at hn ⊢ <;> linarith
        rw [if_neg hn]
        exact Real.tendsto_exp_atBot.comp (tendsto_neg_atTop_atBot.atBot_mul_const hpos)
    have hval : (∑ n, (if n = (false, false) then (1 : ℝ) else 0) * s n) /
        (∑ n : Bool × Bool, if n = (false, false) then (1 : ℝ) else 0) = s (false, false) := by
      simp only [ite_mul, one_mul, zero_mul, Finset.sum_ite_eq', mem_univ, if_true, div_one]
    have lim := (tendsto_finsetSum univ fun n _ => (hw n).mul_const (s n)).div
      (tendsto_finsetSum univ fun n _ => hw n) (by simp)
    rw [hval, ← (hiff _ _).1 (pair_shifts ha hb hab v).1] at lim
    exact lim
  · -- at infinite temperature all levels weigh the same and the shifts cancel
    have hsum : ∑ n, s n = 0 := by
      have h := two_mul_weighted_shifts hE hV hs (fun _ => 1)
      simp only [one_mul, sub_self, zero_div, mul_zero, Finset.sum_const_zero] at h
      linarith
    have hc : Continuous fun β => boltzmannMean E β s := by
      unfold boltzmannMean
      exact Continuous.div (by fun_prop) (by fun_prop) fun β =>
        (Finset.sum_pos (fun n _ => Real.exp_pos _) ⟨(false, false), mem_univ _⟩).ne'
    have h0 : boltzmannMean E 0 s = 0 := by
      unfold boltzmannMean
      simp only [neg_zero, zero_mul, Real.exp_zero, one_mul, hsum, zero_div]
    have h := hc.tendsto 0
    simp only [h0] at h
    exact h
```

For $a,b>0$, $a\neq b$ and $v\neq0$, the theorem has four parts: each level has exactly one second-order shift, given by the sum over states; the Boltzmann mean is negative for every $\beta>0$; it tends to $-v^2/(a+b)$ as $\beta\to\infty$; and it tends to $0$ as $\beta\to0$. `Tendsto` expresses a limit, `atTop` stands for $\beta\to\infty$, and `𝓝 0` lets $\beta$ approach zero from both sides.

The sign follows from the general theorem, with the ground and doubly excited levels as the coupled pair.

As $\beta\to\infty$, the ground-state weight stays at $1$, while the others vanish because their energies are positive (`hw`). The numerator tends to the ground-state shift and the denominator to $1$.

At $\beta=0$ all weights are $1$. The differences $w_n-w_m$ vanish, so the four shifts sum to zero (`hsum`). The partition function is never zero, so the mean is continuous in $\beta$ (`hc`), and its limit is its value at $\beta=0$.

For dispersion interactions, this fixes the sign of the thermally averaged shift in a model with one excited state per atom and a fixed coupling, to second order. Second order is a good approximation to all four level shifts when $|v|$ is small compared with $|a-b|$, and hence also with $a+b$.

## At equal gaps the perturbation equations fail for a singly excited level

```lean
/-- For equal gaps and nonzero coupling, the level with only the first atom excited has no
second-order shift: the perturbation equations have no solution. -/
theorem no_shift_at_resonance (a : ℝ) {v : ℝ} (hv : v ≠ 0) :
    ¬ ∃ s, IsSecondOrderShift (pairEnergy a a) (pairCoupling v) (true, false) s := by
  rintro ⟨s, e₁, φ, χ, h1, -⟩
  have h := h1 (false, true)
  simp [pairEnergy, pairCoupling] at h
  exact hv h

end

end ThermalLondon
```

With $a=b$ and $v\neq0$, take $n$ as `(true, false)` and $m$ as `(false, true)`. Both energies are $a$, so the first-order equation reads $a\varphi_m+v=a\varphi_m$, which forces $v=0$. This contradiction shows that no second-order shift, as defined above, exists for this level. The energies still move: degenerate perturbation theory starts instead from the sum and the difference of the two singly excited states, which shift by $+v$ and $-v$ at first order.

```lean
#print axioms ThermalLondon.thermal_london_shift
#print axioms ThermalLondon.no_shift_at_resonance
```

```
'ThermalLondon.thermal_london_shift' depends on axioms: [propext, Classical.choice, Quot.sound]
'ThermalLondon.no_shift_at_resonance' depends on axioms: [propext, Classical.choice, Quot.sound]
```
